# Two coupled levels, one bright and one dark, share the dipole strength equally exactly when their uncoupled energies coincide

## How can a tiny coupling give away half the intensity?

Let a be the energy of a bright single excitation, b the energy of a double excitation with no transition dipole from the ground state, and v ≠ 0 the real coupling between them. I diagonalise the 2×2 Hamiltonian and take the squared single-excitation coefficient of each eigenstate as its share of the intensity, by which I mean the dipole strength, without the factor of the excitation energy that an oscillator strength contains. With a = b I get two equally strong lines, and this stays so when I make v a thousand times smaller. How can an almost absent coupling hand half of the intensity to a dark state? And once a and b differ, how much does the weaker line get, and where does the centre of the pair lie?

## The coupling is compared with the detuning

Number the basis states as 0 for the single excitation and 1 for the double. The Hamiltonian has a and b on its diagonal and v off it. An eigenstate is a real vector x = (x₀, x₁) with x₀² + x₁² = 1, and x₀² is its single-excitation weight. Write x for the lower eigenstate, with energy E, and y for the upper one, with energy F, so that E < F. The smaller of the two weights is

min(x₀², y₀²) = (1 − |a−b|/√((a−b)² + 4v²))/2.

Only the ratio of v to a−b enters. At a = b the fraction is zero for every nonzero v, however small, so the weights are equal. What shrinks with v is the splitting, which is then 2|v|: two half-strength lines move together until they look like one line at a. If a ≠ b is held fixed instead, the borrowed weight does vanish as v goes to zero. In both cases the weighted mean energy of the pair is a.

The double excitation is dark because the dipole is a one-electron operator and the ground state is taken to be a single determinant, from which the double differs in two spin orbitals. For one single and one double excitation, with the ground state left unmixed, the formula estimates what a singles-only calculation such as CIS misses when it predicts a single line at a.

## From the eigenvalue equation to the two weights

The rows of the eigenvalue equation are

(E−a) x₀ = v x₁,

(E−b) x₁ = v x₀.

Multiply the first by E−b and insert the second: (E−a)(E−b) x₀ = v² x₀. In the same way, (E−a)(E−b) x₁ = v² x₁. Since x is not the zero vector,

(E−a)(E−b) = v².

Next multiply the first row by x₀ and the second by x₁. Both right-hand sides become v x₀x₁, so (E−a) x₀² = (E−b) x₁². With x₁² = 1 − x₀² this gives

x₀² (2E−a−b) = E−b.

The same two relations hold for F and y. Subtracting the secular equations for F and E gives

(F−E)(E+F−a−b) = 0,

and since F ≠ E, it follows that E+F = a+b. The secular equation also gives E(a+b−E) = ab − v², which is EF = ab − v². Hence

(F−E)² = (a+b)² − 4(ab−v²) = (a−b)² + 4v².

Call the positive root g = F−E. Then 2E−a−b = −g and E−b = (a−b−g)/2, while 2F−a−b = g and F−b = (a−b+g)/2. The weight relations become

x₀² = (1 − (a−b)/g)/2,

y₀² = (1 + (a−b)/g)/2.

Their sum is 1. Their weighted mean energy is

E x₀² + F y₀² = (E+F)/2 + (F−E)(a−b)/(2g) = (a+b)/2 + (a−b)/2 = a.

The smaller weight carries the minus sign in front of |a−b|/g, and it equals one half exactly when |a−b| = 0.

The relations can also be inverted. Since (E+F)(x₀²+y₀²) = a+b, subtracting the mean energy leaves

b = E y₀² + F x₀².

The product of the weights is (1 − (a−b)²/g²)/4, so

x₀² y₀² (F−E)² = (g² − (a−b)²)/4 = v².

The energies and weights of the two lines therefore determine the dark level and the size of the coupling, but not its sign. The second relation also shows that both states carry single-excitation weight exactly when v ≠ 0.

If the single excitation has transition dipole μ along a chosen direction, the dipole strengths are μ²x₀² and μ²y₀². They sum to μ², and their energy-weighted sum is aμ². Oscillator strengths carry the excitation energy as a further factor. To obtain the weights from them, divide each by its own excitation energy and then divide both results by their sum.

## Distinct energies as the hypothesis

In the Lean file, `hamiltonian a b v` is the real matrix above, and `IsEigenstate a b v E x` says that x satisfies the eigenvalue equation with energy E and has unit length. The square root g is `gap a b v`, and `dipoleStrength μ x` is the squared transition dipole when the double excitation contributes none.

The main theorem, `intensity_borrowing`, takes any two such eigenstates with `E < F`. It concludes that the weights sum to 1, that their weighted mean energy is a, that the smaller weight has the stated form, and that this weight is 1/2 if and only if a = b. Orthogonality of x and y is not assumed.

The theorem does not ask for v ≠ 0. It therefore includes the uncoupled case with a ≠ b, where the smaller weight is 0. For every v ≠ 0, `eigenstates_witness` supplies an explicit pair of eigenstates with distinct energies, so the result applies to every nonzero coupling.

Equal energies would spoil the statement. Take a = b and v = 0, so that every unit vector is an eigenstate with energy a. Choosing x = y = (1, 0) gives weights that sum to 2. Choosing the orthogonal pair (1, 0) and (0, 1) repairs the sum, but the smaller weight is then 0 although a = b. So `E < F` can't be weakened to E ≤ F, even for orthogonal eigenstates.

The model has exactly two excited levels. The values of a, b, v and μ are inputs and are not computed from orbitals or integrals, and there is no vibrational structure or line broadening.

```lean
import Mathlib

open Matrix

namespace DarkDoubleExcitation

noncomputable section

/-- The Hamiltonian of a single excitation at energy `a` (index 0) coupled by `v` to a
double excitation at energy `b` (index 1). -/
def hamiltonian (a b v : ℝ) : Matrix (Fin 2) (Fin 2) ℝ := !![a, v; v, b]

/-- The real vector `x` is a normalised eigenstate of the two-level Hamiltonian with energy `E`. -/
def IsEigenstate (a b v E : ℝ) (x : Fin 2 → ℝ) : Prop :=
  hamiltonian a b v *ᵥ x = E • x ∧ x ⬝ᵥ x = 1

/-- The quantity `√((a - b)² + 4v²)`, built from the detuning and the coupling. -/
def gap (a b v : ℝ) : ℝ := Real.sqrt ((a - b) ^ 2 + 4 * v ^ 2)

/-- The squared transition dipole of the state `x` when the single excitation has transition
dipole `μ` and the double excitation has none. -/
def dipoleStrength (μ : ℝ) (x : Fin 2 → ℝ) : ℝ := (![μ, 0] ⬝ᵥ x) ^ 2

/-- The vector `(v, E - a)` divided by its length, for `v ≠ 0` or `E ≠ a`. -/
def mixedState (a v E : ℝ) : Fin 2 → ℝ :=
  ![v / Real.sqrt (v ^ 2 + (E - a) ^ 2), (E - a) / Real.sqrt (v ^ 2 + (E - a) ^ 2)]

/-- The eigenvalue equation and the normalisation, written in components. -/
theorem isEigenstate_iff (a b v E : ℝ) (x : Fin 2 → ℝ) :
    IsEigenstate a b v E x ↔
      a * x 0 + v * x 1 = E * x 0 ∧ v * x 0 + b * x 1 = E * x 1 ∧
        x 0 ^ 2 + x 1 ^ 2 = 1 := by
  simp [IsEigenstate, hamiltonian, funext_iff, Fin.forall_fin_two,
    dotProduct, Fin.sum_univ_two, pow_two, and_assoc]

/-- The energy `E` of an eigenstate obeys the secular equation, and the single-excitation weight
times `2E - a - b` equals `E - b`. -/
theorem secular_and_weight {a b v E : ℝ} {x : Fin 2 → ℝ} (hx : IsEigenstate a b v E x) :
    (E - a) * (E - b) = v ^ 2 ∧ x 0 ^ 2 * (2 * E - a - b) = E - b := by
  obtain ⟨h1, h2, h3⟩ := (isEigenstate_iff a b v E x).1 hx
  constructor
  · linear_combination (-(x 0 * (E - b)) - x 1 * v) * h1 + (-(x 0 * v) - x 1 * (E - a)) * h2
      - ((E - a) * (E - b) - v ^ 2) * h3
  · linear_combination (-x 0) * h1 + x 1 * h2 + (E - b) * h3

/-- Two eigenstates with energies `E < F` have total energy `a + b` and are split by
`√((a - b)² + 4v²)`. -/
theorem levels {a b v E F : ℝ} {x y : Fin 2 → ℝ} (hx : IsEigenstate a b v E x)
    (hy : IsEigenstate a b v F y) (hEF : E < F) :
    E + F = a + b ∧ F - E = gap a b v := by
  have sE := (secular_and_weight hx).1
  have sF := (secular_and_weight hy).1
  -- subtracting the secular equations leaves a factor `F - E`, which is not zero
  have hs : E + F = a + b := by
    apply mul_left_cancel₀ (sub_pos.2 hEF).ne'
    linear_combination sF - sE
  refine ⟨hs, ?_⟩
  have hF : F = a + b - E := by linarith
  have hsq : (a - b) ^ 2 + 4 * v ^ 2 = (F - E) ^ 2 := by
    rw [hF]
    linear_combination (-4) * sE
  rw [gap, hsq, Real.sqrt_sq (sub_pos.2 hEF).le]

/-- The single-excitation weights of the lower and the upper eigenstate, for energies `E < F`. -/
theorem weights {a b v E F : ℝ} {x y : Fin 2 → ℝ} (hx : IsEigenstate a b v E x)
    (hy : IsEigenstate a b v F y) (hEF : E < F) :
    x 0 ^ 2 = (1 - (a - b) / gap a b v) / 2 ∧
      y 0 ^ 2 = (1 + (a - b) / gap a b v) / 2 := by
  obtain ⟨hs, hg⟩ := levels hx hy hEF
  have hpos : gap a b v ≠ 0 := by rw [← hg]; exact (sub_pos.2 hEF).ne'
  have hd : (a - b) / gap a b v * gap a b v = a - b := div_mul_cancel₀ _ hpos
  have wx := (secular_and_weight hx).2
  have wy := (secular_and_weight hy).2
  constructor
  · apply mul_right_cancel₀ hpos
    linear_combination -wx + (x 0 ^ 2 - 1 / 2) * hs - (x 0 ^ 2 - 1 / 2) * hg + hd / 2
  · apply mul_right_cancel₀ hpos
    linear_combination wy - (y 0 ^ 2 - 1 / 2) * hs - (y 0 ^ 2 - 1 / 2) * hg - hd / 2

/-- For eigenstates with energies `E < F`, the single-excitation weights sum to one and have
mean energy `a`. The smaller weight is `(1 - |a - b| / √((a - b)² + 4v²)) / 2`, and it is one
half exactly when `a = b`. -/
theorem intensity_borrowing {a b v E F : ℝ} {x y : Fin 2 → ℝ}
    (hx : IsEigenstate a b v E x) (hy : IsEigenstate a b v F y) (hEF : E < F) :
    x 0 ^ 2 + y 0 ^ 2 = 1 ∧
    E * x 0 ^ 2 + F * y 0 ^ 2 = a ∧
    min (x 0 ^ 2) (y 0 ^ 2) = (1 - |a - b| / Real.sqrt ((a - b) ^ 2 + 4 * v ^ 2)) / 2 ∧
    (min (x 0 ^ 2) (y 0 ^ 2) = 1 / 2 ↔ a = b) := by
  obtain ⟨hs, hg⟩ := levels hx hy hEF
  obtain ⟨wx, wy⟩ := weights hx hy hEF
  have hpos : 0 < gap a b v := by rw [← hg]; exact sub_pos.2 hEF
  have hd : (a - b) / gap a b v * gap a b v = a - b := div_mul_cancel₀ _ hpos.ne'
  -- the sign of the detuning decides which state has the smaller weight
  have hmin : min (x 0 ^ 2) (y 0 ^ 2) = (1 - |a - b| / gap a b v) / 2 := by
    rw [wx, wy]
    rcases le_total 0 (a - b) with h | h
    · have h' : 0 ≤ (a - b) / gap a b v := div_nonneg h hpos.le
      rw [abs_of_nonneg h, min_eq_left (by linarith)]
    · have h' : (a - b) / gap a b v ≤ 0 := div_nonpos_of_nonpos_of_nonneg h hpos.le
      rw [abs_of_nonpos h, min_eq_right (by linarith)]
      ring
  refine ⟨by rw [wx, wy]; ring, ?_, hmin, ?_⟩
  · rw [wx, wy]
    linear_combination hs / 2 + (a - b) / gap a b v / 2 * hg + hd / 2
  · rw [hmin]
    constructor
    · intro h
      have h0 : |a - b| / gap a b v = 0 := by linarith
      have h1 := (div_eq_zero_iff.1 h0).resolve_right hpos.ne'
      exact sub_eq_zero.1 (abs_eq_zero.1 h1)
    · intro h
      simp [h]

/-- The energy of the double excitation and the squared coupling, recovered from the energies
`E < F` and the single-excitation weights of the two eigenstates. -/
theorem deperturbation {a b v E F : ℝ} {x y : Fin 2 → ℝ}
    (hx : IsEigenstate a b v E x) (hy : IsEigenstate a b v F y) (hEF : E < F) :
    b = E * y 0 ^ 2 + F * x 0 ^ 2 ∧ v ^ 2 = x 0 ^ 2 * y 0 ^ 2 * (F - E) ^ 2 := by
  obtain ⟨hs, hg⟩ := levels hx hy hEF
  obtain ⟨hsum, hmean, -, -⟩ := intensity_borrowing hx hy hEF
  obtain ⟨wx, wy⟩ := weights hx hy hEF
  have hpos : gap a b v ≠ 0 := by rw [← hg]; exact (sub_pos.2 hEF).ne'
  have hd : (a - b) / gap a b v * gap a b v = a - b := div_mul_cancel₀ _ hpos
  have hg2 : gap a b v ^ 2 = (a - b) ^ 2 + 4 * v ^ 2 := Real.sq_sqrt (by positivity)
  constructor
  · linear_combination hmean - hs - (E + F) * hsum
  · rw [wx, wy, hg]
    linear_combination (-1 / 4) * hg2 +
      ((a - b) / gap a b v * gap a b v + (a - b)) / 4 * hd

/-- Two eigenstates with energies `E < F` both carry single-excitation weight exactly when the
coupling is nonzero. -/
theorem both_bright_iff {a b v E F : ℝ} {x y : Fin 2 → ℝ}
    (hx : IsEigenstate a b v E x) (hy : IsEigenstate a b v F y) (hEF : E < F) :
    (0 < x 0 ^ 2 ∧ 0 < y 0 ^ 2) ↔ v ≠ 0 := by
  have hv2 := (deperturbation hx hy hEF).2
  constructor
  · rintro ⟨h1, h2⟩ hv
    have h := mul_pos (mul_pos h1 h2) (pow_pos (sub_pos.2 hEF) 2)
    rw [← hv2, hv] at h
    norm_num at h
  · intro hv
    have hx0 : x 0 ≠ 0 := fun h => pow_ne_zero 2 hv (by rw [hv2, h]; ring)
    have hy0 : y 0 ≠ 0 := fun h => pow_ne_zero 2 hv (by rw [hv2, h]; ring)
    exact ⟨by positivity, by positivity⟩

/-- For eigenstates with energies `E < F`, the dipole strengths sum to `μ²` and their
energy-weighted sum is `a μ²`. -/
theorem dipole_sum_rules (μ : ℝ) {a b v E F : ℝ} {x y : Fin 2 → ℝ}
    (hx : IsEigenstate a b v E x) (hy : IsEigenstate a b v F y) (hEF : E < F) :
    dipoleStrength μ x + dipoleStrength μ y = μ ^ 2 ∧
      E * dipoleStrength μ x + F * dipoleStrength μ y = a * μ ^ 2 := by
  obtain ⟨hsum, hmean, -, -⟩ := intensity_borrowing hx hy hEF
  have hS : ∀ z : Fin 2 → ℝ, dipoleStrength μ z = μ ^ 2 * z 0 ^ 2 := fun z => by
    simp [dipoleStrength, dotProduct, Fin.sum_univ_two, mul_pow]
  rw [hS, hS]
  exact ⟨by linear_combination μ ^ 2 * hsum, by linear_combination μ ^ 2 * hmean⟩

/-- For nonzero coupling, the mixed states at energies `(a + b ∓ √((a - b)² + 4v²)) / 2` are
eigenstates, and the two energies are distinct. -/
theorem eigenstates_witness (a b : ℝ) {v : ℝ} (hv : v ≠ 0) :
    IsEigenstate a b v ((a + b - gap a b v) / 2) (mixedState a v ((a + b - gap a b v) / 2)) ∧
    IsEigenstate a b v ((a + b + gap a b v) / 2) (mixedState a v ((a + b + gap a b v) / 2)) ∧
    (a + b - gap a b v) / 2 < (a + b + gap a b v) / 2 := by
  have hpos : 0 < gap a b v := Real.sqrt_pos.2 (by positivity)
  have hg2 : gap a b v ^ 2 = (a - b) ^ 2 + 4 * v ^ 2 := Real.sq_sqrt (by positivity)
  -- every root of the secular equation gives an eigenstate
  have key : ∀ E : ℝ, (E - a) * (E - b) = v ^ 2 →
      IsEigenstate a b v E (mixedState a v E) := by
    intro E h
    have hn : 0 < v ^ 2 + (E - a) ^ 2 := by positivity
    have h0 : mixedState a v E 0 = v / Real.sqrt (v ^ 2 + (E - a) ^ 2) := rfl
    have h1 : mixedState a v E 1 = (E - a) / Real.sqrt (v ^ 2 + (E - a) ^ 2) := rfl
    rw [isEigenstate_iff, h0, h1]
    refine ⟨by ring, ?_, ?_⟩
    · linear_combination (-1 / Real.sqrt (v ^ 2 + (E - a) ^ 2)) * h
    · rw [div_pow, div_pow, ← add_div, Real.sq_sqrt hn.le, div_self hn.ne']
  exact ⟨key _ (by linear_combination hg2 / 4), key _ (by linear_combination hg2 / 4),
    by linarith⟩

end

end DarkDoubleExcitation
```

```lean
#print axioms DarkDoubleExcitation.both_bright_iff
-- 'DarkDoubleExcitation.both_bright_iff' depends on axioms: [propext, Classical.choice, Quot.sound]
#print axioms DarkDoubleExcitation.dipole_sum_rules
-- 'DarkDoubleExcitation.dipole_sum_rules' depends on axioms: [propext, Classical.choice, Quot.sound]
```

## How the Lean lemmas carry the algebra

`isEigenstate_iff` turns the matrix equation and the normalisation into three scalar equations. `secular_and_weight` combines them with `linear_combination`, which checks that a goal follows from given equations multiplied by stated coefficients. For the secular equation, the coefficients multiply the two component identities by x₀ and x₁ and add them; normalisation then replaces x₀² + x₁² by 1. This takes the place of the remark that x is not zero. For the weight relation, the rows are multiplied by x₀ and x₁ as in the derivation above.

`levels` subtracts the two secular equations and cancels F−E with `mul_left_cancel₀`. It then shows that the expression under the root is (F−E)², and `Real.sqrt_sq` returns F−E itself because that difference is positive.

`weights` proves both closed forms after multiplying through by the nonzero gap. The auxiliary equation `hd` says that (a−b)/g times g is a−b, which lets `linear_combination` handle the fraction.

In `intensity_borrowing`, `le_total` splits on the sign of a−b. If the single excitation lies at or above the double, the lower eigenstate supplies the minimum; in the opposite case the upper one does. The mean energy follows from the sum and difference of the levels, and the last equivalence reduces to |a−b|/g = 0 with g > 0.

`deperturbation` recovers b from the mean energy and v² from the product of the weights. `both_bright_iff` reads off from the formula for v² that neither weight can vanish when v ≠ 0, and that v can't vanish when both are positive. `dipole_sum_rules` multiplies the first two conclusions of the main theorem by μ².

Finally, `eigenstates_witness` uses the vector (v, E−a) divided by its length, √(v² + (E−a)²). The first row holds identically, and the second is the secular equation. The step named `key` proves this for any root E, and it is then applied to the two energies (a+b∓g)/2, which differ because v ≠ 0 makes g positive.
